# For a real cell matrix $M$ of determinant 1, the hard-wall solution decays exactly when $M_{12}=0$ and $|M_{22}|<1$

Decay into the crystal is taken here to mean that the pair $(\psi,\psi')$, recorded only at the cell edges, tends to the zero vector as the number of cells grows. The crystal itself enters through one real $2\times2$ matrix $M$ of determinant 1, which carries this pair across a single cell at a fixed energy.

```lean
import Mathlib

open Matrix Filter Topology

namespace HardWallSurfaceState

noncomputable section

/-- The pair (ψ, ψ') after `n` cells with transfer matrix `M`, starting from the data `v`. -/
def cellState (M : Matrix (Fin 2) (Fin 2) ℝ) (v : Fin 2 → ℝ) (n : ℕ) : Fin 2 → ℝ :=
  (M ^ n) *ᵥ v

/-- The solution with initial data `v` tends to zero, together with its slope, at the cell
edges deep in the crystal. -/
def Decays (M : Matrix (Fin 2) (Fin 2) ℝ) (v : Fin 2 → ℝ) : Prop :=
  Tendsto (cellState M v) atTop (𝓝 0)

/-- The data (ψ, ψ') = (0, 1) at a hard wall. -/
def hardWall : Fin 2 → ℝ := ![0, 1]

/-- The Wronskian of two solutions with data `u` and `w` at the same point. -/
def wronskian (u w : Fin 2 → ℝ) : ℝ := u 0 * w 1 - u 1 * w 0

/-- The transfer matrix of a uniform layer of thickness `a` with non-zero wavenumber `k`. -/
def layer (k a : ℝ) : Matrix (Fin 2) (Fin 2) ℝ :=
  !![Real.cos (k * a), Real.sin (k * a) / k; -k * Real.sin (k * a), Real.cos (k * a)]

/-- Going one cell further applies the transfer matrix once more. -/
theorem cellState_succ (M : Matrix (Fin 2) (Fin 2) ℝ) (v : Fin 2 → ℝ) (n : ℕ) :
    cellState M v (n + 1) = M *ᵥ cellState M v n := by
  simp only [cellState, pow_succ', Matrix.mulVec_mulVec]

/-- For a transfer matrix of determinant 1, the Wronskian of the data at successive cell edges
is the same in every cell. -/
theorem wronskian_const {M : Matrix (Fin 2) (Fin 2) ℝ} (hM : M.det = 1)
    (v : Fin 2 → ℝ) (n : ℕ) :
    wronskian (cellState M v n) (cellState M v (n + 1)) = wronskian v (M *ᵥ v) := by
  -- a transfer matrix multiplies the Wronskian by its determinant
  have key : ∀ u w : Fin 2 → ℝ, wronskian (M *ᵥ u) (M *ᵥ w) = M.det * wronskian u w := by
    intro u w
    simp only [wronskian, Matrix.mulVec, dotProduct, Fin.sum_univ_two, Matrix.det_fin_two]
    ring
  induction n with
  | zero => simp [cellState]
  | succ n ih =>
    rw [cellState_succ M v (n + 1), cellState_succ M v n, key, hM, one_mul,
      ← cellState_succ M v n, ih]

/-- Two data vectors with vanishing Wronskian, the first non-zero, are proportional. -/
theorem parallel_of_wronskian {v w : Fin 2 → ℝ} (hv : v ≠ 0) (h : wronskian v w = 0) :
    ∃ μ : ℝ, w = μ • v := by
  unfold wronskian at h
  by_cases h0 : v 0 = 0
  · have h1 : v 1 ≠ 0 := fun h1 => hv (by ext i; fin_cases i <;> simp [h0, h1])
    have hw : w 0 = 0 := by
      have h2 : v 1 * w 0 = 0 := by
        rw [h0] at h
        linarith
      exact (mul_eq_zero.mp h2).resolve_left h1
    refine ⟨w 1 / v 1, ?_⟩
    ext i
    fin_cases i
    · simp [h0, hw]
    · simp [h1]
  · refine ⟨w 0 / v 0, ?_⟩
    ext i
    fin_cases i
    · simp [h0]
    · show w 1 = w 0 / v 0 * v 1
      rw [div_mul_eq_mul_div, eq_div_iff h0]
      linarith

/-- If `M` has determinant 1, then for any non-zero boundary data `v` the solution decays into the
crystal, in the sense of `Decays`, exactly when one cell multiplies `v` by a factor of modulus less
than 1. -/
theorem decays_iff_eigenvector {M : Matrix (Fin 2) (Fin 2) ℝ} (hM : M.det = 1)
    {v : Fin 2 → ℝ} (hv : v ≠ 0) :
    Decays M v ↔ ∃ μ : ℝ, |μ| < 1 ∧ M *ᵥ v = μ • v := by
  have hpow : ∀ μ : ℝ, M *ᵥ v = μ • v → ∀ n, cellState M v n = μ ^ n • v := by
    intro μ hμ n
    induction n with
    | zero => simp [cellState]
    | succ n ih => rw [cellState_succ, ih, Matrix.mulVec_smul, hμ, smul_smul, pow_succ]
  constructor
  · intro h
    have hc : ∀ i, Tendsto (fun n => cellState M v n i) atTop (𝓝 (0 : ℝ)) :=
      fun i => tendsto_pi_nhds.mp h i
    have hs : ∀ i, Tendsto (fun n => cellState M v (n + 1) i) atTop (𝓝 (0 : ℝ)) :=
      fun i => (hc i).comp (tendsto_add_atTop_nat 1)
    -- the constant Wronskian tends to zero, so it vanishes
    have hW : Tendsto (fun n => wronskian (cellState M v n) (cellState M v (n + 1)))
        atTop (𝓝 0) := by
      have h2 := ((hc 0).mul (hs 1)).sub ((hc 1).mul (hs 0))
      rw [mul_zero, sub_zero] at h2
      exact h2
    simp only [wronskian_const hM] at hW
    obtain ⟨μ, hμ⟩ := parallel_of_wronskian hv (tendsto_nhds_unique tendsto_const_nhds hW)
    refine ⟨μ, ?_, hμ⟩
    -- a non-zero component of the data shows that the powers of μ tend to zero
    obtain ⟨i, hi⟩ := Function.ne_iff.mp hv
    have hi' : v i ≠ 0 := hi
    have h3 := (hc i).div_const (v i)
    have h4 : (fun n => cellState M v n i / v i) = fun n : ℕ => μ ^ n := by
      funext n
      rw [hpow μ hμ n, Pi.smul_apply, smul_eq_mul, mul_div_cancel_right₀ _ hi']
    rw [h4, zero_div] at h3
    exact tendsto_pow_atTop_nhds_zero_iff.mp h3
  · rintro ⟨μ, hlt, hμ⟩
    have h1 : cellState M v = fun n => μ ^ n • v := funext (hpow μ hμ)
    have h2 := (tendsto_pow_atTop_nhds_zero_iff.mpr hlt).smul_const v
    rw [zero_smul] at h2
    unfold Decays
    rw [h1]
    exact h2

/-- If M has determinant 1, the solution that starts at a hard wall decays into the crystal if and
only if M₁₂ = 0 and |M₂₂| < 1. -/
theorem hardWall_decays_iff {M : Matrix (Fin 2) (Fin 2) ℝ} (hM : M.det = 1) :
    Decays M hardWall ↔ M 0 1 = 0 ∧ |M 1 1| < 1 := by
  have hv : hardWall ≠ 0 := fun h => by
    have := congrFun h 1
    simp [hardWall] at this
  rw [decays_iff_eigenvector hM hv]
  constructor
  · rintro ⟨μ, hlt, h⟩
    have h0 : M 0 1 = 0 := by
      simpa [hardWall, Matrix.mulVec, dotProduct, Fin.sum_univ_two] using congrFun h 0
    have h1 : M 1 1 = μ := by
      simpa [hardWall, Matrix.mulVec, dotProduct, Fin.sum_univ_two] using congrFun h 1
    exact ⟨h0, h1 ▸ hlt⟩
  · rintro ⟨h0, h1⟩
    refine ⟨M 1 1, h1, ?_⟩
    ext i
    fin_cases i <;> simp [hardWall, Matrix.mulVec, dotProduct, Fin.sum_univ_two, h0]

/-- Let M have determinant 1. When the crystal is traversed in the opposite direction, with transfer
matrix M⁻¹, the hard-wall solution decays if and only if M₁₂ = 0 and |M₂₂| > 1. -/
theorem hardWall_decays_inv_iff {M : Matrix (Fin 2) (Fin 2) ℝ} (hM : M.det = 1) :
    Decays M⁻¹ hardWall ↔ M 0 1 = 0 ∧ 1 < |M 1 1| := by
  have hd : M 0 0 * M 1 1 - M 0 1 * M 1 0 = 1 := by rw [← Matrix.det_fin_two, hM]
  have hinv : M⁻¹ = !![M 1 1, -M 0 1; -M 1 0, M 0 0] := by
    rw [Matrix.inv_def, hM, Ring.inverse_one, one_smul, Matrix.adjugate_fin_two]
  rw [hinv, hardWall_decays_iff (by rw [Matrix.det_fin_two_of]; linarith)]
  show -M 0 1 = 0 ∧ |M 0 0| < 1 ↔ _
  rw [neg_eq_zero]
  refine and_congr_right fun h0 => ?_
  -- with M₁₂ = 0 the two diagonal entries are reciprocal
  have hp : |M 0 0| * |M 1 1| = 1 := by
    rw [h0, zero_mul, sub_zero] at hd
    rw [← abs_mul, hd, abs_one]
  have ha := abs_nonneg (M 0 0)
  have hb := abs_nonneg (M 1 1)
  constructor
  · intro h
    by_contra hn
    nlinarith [mul_nonneg ha (sub_nonneg.mpr (not_lt.mp hn))]
  · intro h
    by_contra hn
    nlinarith [mul_nonneg hb (sub_nonneg.mpr (not_lt.mp hn))]

/-- For k ≠ 0, the layer matrix applied to fixed data gives a solution of ψ'' = -k²ψ as the
thickness varies: the derivative of the first component is the second, and the derivative of the
second is -k² times the first. -/
theorem layer_schrodinger {k : ℝ} (hk : k ≠ 0) (v : Fin 2 → ℝ) (x : ℝ) :
    HasDerivAt (fun y => (layer k y *ᵥ v) 0) ((layer k x *ᵥ v) 1) x ∧
    HasDerivAt (fun y => (layer k y *ᵥ v) 1) (-k ^ 2 * (layer k x *ᵥ v) 0) x := by
  have e0 : ∀ y, (layer k y *ᵥ v) 0
      = Real.cos (k * y) * v 0 + Real.sin (k * y) / k * v 1 := by
    intro y
    simp [layer, Matrix.mulVec, dotProduct, Fin.sum_univ_two]
  have e1 : ∀ y, (layer k y *ᵥ v) 1
      = -k * Real.sin (k * y) * v 0 + Real.cos (k * y) * v 1 := by
    intro y
    simp [layer, Matrix.mulVec, dotProduct, Fin.sum_univ_two]
  have hl : HasDerivAt (fun y : ℝ => k * y) k x := by
    simpa using (hasDerivAt_id x).const_mul k
  have hc : HasDerivAt (fun y => Real.cos (k * y)) (-Real.sin (k * x) * k) x :=
    (Real.hasDerivAt_cos (k * x)).comp x hl
  have hs : HasDerivAt (fun y => Real.sin (k * y)) (Real.cos (k * x) * k) x :=
    (Real.hasDerivAt_sin (k * x)).comp x hl
  simp only [e0, e1]
  constructor
  · refine ((hc.mul_const (v 0)).fun_add ((hs.div_const k).mul_const (v 1))).congr_deriv ?_
    rw [mul_div_cancel_right₀ _ hk]
    ring
  · refine (((hs.const_mul (-k)).mul_const (v 0)).fun_add (hc.mul_const (v 1))).congr_deriv ?_
    field_simp
    ring

/-- In a crystal whose cell consists of two quarter-wave layers, the hard-wall solution decays
exactly when the layer touching the wall has the larger wavenumber. -/
theorem quarterWave_decays_iff {k₁ k₂ : ℝ} (h₁ : 0 < k₁) (h₂ : 0 < k₂) :
    Decays (layer k₂ (Real.pi / (2 * k₂)) * layer k₁ (Real.pi / (2 * k₁))) hardWall
      ↔ k₂ < k₁ := by
  have quarter : ∀ k : ℝ, 0 < k → layer k (Real.pi / (2 * k)) = !![0, 1 / k; -k, 0] := by
    intro k hk
    have hphase : k * (Real.pi / (2 * k)) = Real.pi / 2 := by field_simp
    simp [layer, hphase]
  -- two quarter-wave layers give a diagonal cell matrix
  have hcell : layer k₂ (Real.pi / (2 * k₂)) * layer k₁ (Real.pi / (2 * k₁))
      = !![-(k₁ / k₂), 0; 0, -(k₂ / k₁)] := by
    rw [quarter k₁ h₁, quarter k₂ h₂]
    ext i j
    fin_cases i <;> fin_cases j <;> simp [Matrix.mul_apply, Fin.sum_univ_two] <;> ring
  have hdet : (!![-(k₁ / k₂), 0; 0, -(k₂ / k₁)] : Matrix (Fin 2) (Fin 2) ℝ).det = 1 := by
    have hp : k₁ / k₂ * (k₂ / k₁) = 1 := by field_simp
    rw [Matrix.det_fin_two_of]
    linarith
  rw [hcell, hardWall_decays_iff hdet]
  show (0 : ℝ) = 0 ∧ |-(k₂ / k₁)| < 1 ↔ k₂ < k₁
  rw [abs_neg, abs_of_pos (div_pos h₂ h₁), div_lt_one h₁]
  exact ⟨fun h => h.2, fun h => ⟨rfl, h⟩⟩

end

end HardWallSurfaceState
```

```lean
#print axioms HardWallSurfaceState.hardWall_decays_inv_iff
#print axioms HardWallSurfaceState.layer_schrodinger
#print axioms HardWallSurfaceState.quarterWave_decays_iff
```

```
'HardWallSurfaceState.hardWall_decays_inv_iff' depends on axioms: [propext, Classical.choice, Quot.sound]
'HardWallSurfaceState.layer_schrodinger' depends on axioms: [propext, Classical.choice, Quot.sound]
'HardWallSurfaceState.quarterWave_decays_iff' depends on axioms: [propext, Classical.choice, Quot.sound]
```

## A semi-infinite crystal as powers of one matrix

Take an electron in one dimension at a fixed real energy, with a hard wall at the origin and identical cells to its right. If $v=(\psi,\psi')$ is the data at the wall, the data after $n$ cells is $M^n v$. This is `cellState M v n`, and `Decays M v` says that the sequence tends to zero in both components.

Lean numbers rows, columns and components from 0, while the formulas below number them from 1. Thus $M_{12}$ is `M 0 1`, $M_{22}$ is `M 1 1`, and the components $v_1,v_2$ are `v 0` and `v 1`.

At a hard wall $\psi=0$. A non-trivial solution then has a non-zero slope, which can be scaled to 1, so `hardWall` is the vector $(0,1)$. The main theorem, `hardWall_decays_iff`, states that if $\det M=1$, then

$$M^n\begin{pmatrix}0\\1\end{pmatrix}\to 0\quad\Longleftrightarrow\quad M_{12}=0\ \text{ and }\ |M_{22}|<1 .$$

Since $M(0,1)=(M_{12},M_{22})$, the first condition says that the wall solution has another node one cell further on. The second says that its slope there is smaller in magnitude than at the wall.

The hypothesis $\det M=1$ stands for conservation of the Wronskian, which holds for $\psi''=q(x)\psi$ because this equation has no first-derivative term. It is assumed of $M$, not derived from a potential. Real entries correspond to a real potential and a real energy.

The energy does not appear in the theorem. In a calculation for non-interacting electrons in a perfectly periodic one-dimensional crystal, $M$ depends on the energy $E$. Surface states at a hard wall can then be located by finding the zeros of $M_{12}(E)$ and checking $|M_{22}(E)|$ at each. The theorem concerns one such matrix at a time; it does not say whether a zero exists, and it does not treat the wavefunction inside the cells or its normalisation.

## A conserved Wronskian rules out decay unless the data is an eigenvector

For two data vectors $u$ and $w$, let $W(u,w)=u_1w_2-u_2w_1$. Applying $M$ to both gives

$$\begin{aligned}
W(Mu,Mw)&=(M_{11}u_1+M_{12}u_2)(M_{21}w_1+M_{22}w_2)\\
&\quad-(M_{21}u_1+M_{22}u_2)(M_{11}w_1+M_{12}w_2).
\end{aligned}$$

The terms in $u_1w_1$ and $u_2w_2$ cancel. The others combine to $(M_{11}M_{22}-M_{12}M_{21})(u_1w_2-u_2w_1)$, so

$$W(Mu,Mw)=\det M\;W(u,w).$$

Write $s_n=M^nv$. With $\det M=1$, repeated use of this identity gives $W(s_n,s_{n+1})=W(v,Mv)$ for every $n$. In `wronskian_const`, the local statement `key` is the determinant identity, proved by expansion and `ring`, and induction on $n$ carries it from cell to cell.

Suppose now that $v\neq0$ and $s_n\to0$. Both products in $W(s_n,s_{n+1})$ tend to zero, so this constant sequence has limit zero, and therefore $W(v,Mv)=0$.

Vanishing of the Wronskian makes $w=Mv$ a multiple of $v$. There are two cases:

- If $v_1\neq0$, put $\mu=w_1/v_1$. From $v_1w_2=v_2w_1$ it follows that $w_2=\mu v_2$.
- If $v_1=0$, then $v_2\neq0$, and $v_2w_1=0$ forces $w_1=0$. Now $\mu=w_2/v_2$ works.

This is `parallel_of_wronskian`, whose `by_cases` makes the same division.

So $Mv=\mu v$, and by induction $s_n=\mu^nv$. Dividing a non-zero component of $s_n$ by the same component of $v$ leaves $\mu^n$, which must tend to zero; hence $|\mu|<1$. Conversely, if $Mv=\mu v$ with $|\mu|<1$, then $s_n=\mu^nv\to0$.

The theorem `decays_iff_eigenvector` records this equivalence for every non-zero boundary vector, so it also applies to walls with other boundary conditions. In its proof, `hpow` is the formula $s_n=\mu^nv$, `hW` is the limit of the Wronskian, and `tendsto_nhds_unique` identifies that limit with the constant value.

For the hard wall, the eigenvector equation reads

$$\begin{pmatrix}M_{12}\\M_{22}\end{pmatrix}=\mu\begin{pmatrix}0\\1\end{pmatrix}.$$

It holds exactly when $M_{12}=0$ and $\mu=M_{22}$, which gives the stated criterion. The proof of `hardWall_decays_iff` reads off these two components with `congrFun`.

## The same cells on the other side of the wall

If the crystal lies to the left of the wall, moving away from the wall applies $M^{-1}$ at each cell. For determinant 1,

$$M^{-1}=\begin{pmatrix}M_{22}&-M_{12}\\-M_{21}&M_{11}\end{pmatrix}.$$

The criterion applied to this matrix requires $M_{12}=0$ and $|M_{11}|<1$. When $M_{12}=0$, the determinant condition becomes $M_{11}M_{22}=1$, so $|M_{11}|<1$ is the same as $|M_{22}|>1$. This is `hardWall_decays_inv_iff`. The local statement `hp` is the relation $|M_{11}||M_{22}|=1$, and the two `nlinarith` calls turn it into the equivalence of the inequalities.

A zero of $M_{12}$ therefore gives decay to the right, decay to the left or, when $|M_{22}|=1$, decay on neither side.

## Uniform layers and a quarter-wave crystal

In a layer of constant potential below the energy, the Schrödinger equation is $\psi''=-k^2\psi$ with real wavenumber $k$. For initial data $v$, the matrix `layer k x` gives

$$\psi(x)=v_1\cos kx+\frac{v_2}{k}\sin kx,\qquad
\psi'(x)=-kv_1\sin kx+v_2\cos kx .$$

Differentiating the first expression gives the second. Differentiating the second gives $-k^2v_1\cos kx-kv_2\sin kx=-k^2\psi(x)$. The theorem `layer_schrodinger` states both derivatives for $k\neq0$. Its proof obtains the derivatives of $\cos kx$ and $\sin kx$ from the chain rule and combines them.

Let each cell consist of a layer with wavenumber $k_1>0$ touching the wall, followed by one with wavenumber $k_2>0$. With continuous $\psi$ and $\psi'$ at the interfaces, the cell matrix is the product of the layer matrices, with the first layer on the right. A quarter-wave layer has thickness $\pi/(2k)$ and hence phase $\pi/2$, so

$$M=\begin{pmatrix}0&1/k_2\\-k_2&0\end{pmatrix}
\begin{pmatrix}0&1/k_1\\-k_1&0\end{pmatrix}
=\begin{pmatrix}-k_1/k_2&0\\0&-k_2/k_1\end{pmatrix}.$$

The determinant is 1 and $M_{12}=0$. The wall solution decays exactly when $k_2/k_1<1$, that is, when the layer touching the wall has the larger wavenumber. In `quarterWave_decays_iff`, `quarter` evaluates one layer, `hcell` multiplies the two, and `hdet` checks the determinant before the main theorem is applied. For fixed thicknesses and layer potentials, the two quarter-wave conditions hold together at one energy at most, so this example describes the crystal at that energy only.

Take $k_1=2$ and $k_2=1$ in inverse units of length. The thicknesses are $\pi/4$ and $\pi/2$, and the data changes across the first cell as

$$(0,1)\;\longrightarrow\;(\tfrac12,0)\;\longrightarrow\;(0,-\tfrac12).$$

After $n$ cells it is $(0,(-\tfrac12)^n)$: the slope changes sign and halves at each cell. Exchanging the two wavenumbers gives $M_{22}=-2$, and the slope doubles in magnitude instead.
